# An error bound for the Green's-function recursion of a uniform chain above its band

For a non-interacting chain with zero on-site energy and unit hopping, the end-site Green's function at the energy `E = 2 cosh κ` follows from `g_(k+1) = 1 / (E - g_k)`, with `g_0 = 0`. The lemma `rounding_error_bounded` takes `κ > 0`, so that the energy lies above the band, and a real sequence `h` that never exceeds `exp (-κ)` and departs from the recursion by at most `ε` in each step. It states that after `n` steps `h` differs from the exact value by at most `exp (-2 κ)^n |h 0| + ε / (1 - exp (-2 κ))`. The proof is by induction on `n`: each step shrinks the error already present by a factor of at most `exp (-2 κ)` and adds at most `ε`, and the added errors are summed as a geometric series.

In Lean, a first try:

```lean
import Mathlib

open Matrix Filter Topology
open scoped Matrix.Norms.L2Operator

namespace TransferVersusRecursion

noncomputable section

/-- The energy `E = 2 cosh κ`, in units of the hopping. -/
def energy (κ : ℝ) : ℝ := 2 * Real.cosh κ

/-- The Green's-function recursion `g_(k+1) = 1 / (E - g_k)`, started from `g_0 = 0`,
so that `g_1 = 1 / E`. -/
def green (κ : ℝ) : ℕ → ℝ
  | 0 => 0
  | k + 1 => 1 / (energy κ - green κ k)

/-- The energy equals `exp κ + exp (-κ)`. -/
theorem energy_eq (κ : ℝ) : energy κ = Real.exp κ + Real.exp (-κ) := by
  rw [energy, Real.cosh_eq]
  ring

/-- Every iterate of the Green's-function recursion is nonnegative and below `exp (-κ)`. -/
theorem green_bounds (κ : ℝ) (k : ℕ) : 0 ≤ green κ k ∧ green κ k < Real.exp (-κ) := by
  induction k with
  | zero => exact ⟨le_refl _, Real.exp_pos _⟩
  | succ k ih =>
    have hg : green κ (k + 1) = 1 / (energy κ - green κ k) := rfl
    have hd : Real.exp κ < energy κ - green κ k := by
      rw [energy_eq]
      linarith [ih.2]
    have hp := Real.exp_pos κ
    rw [hg]
    refine ⟨(one_div_pos.mpr (hp.trans hd)).le, ?_⟩
    rw [Real.exp_neg, ← one_div]
    exact one_div_lt_one_div_of_lt hp hd

/-- One step of the recursion multiplies the distance between two inputs, neither above `exp (-κ)`,
by at most `exp (-2 κ)`. -/
theorem step_contracts (κ x y : ℝ) (hx : x ≤ Real.exp (-κ)) (hy : y ≤ Real.exp (-κ)) :
    |1 / (energy κ - x) - 1 / (energy κ - y)| ≤ Real.exp (-2 * κ) * |x - y| := by
  have hp := Real.exp_pos κ
  have ha : Real.exp κ ≤ energy κ - x := by rw [energy_eq]; linarith
  have hb : Real.exp κ ≤ energy κ - y := by rw [energy_eq]; linarith
  have ha0 : 0 < energy κ - x := hp.trans_le ha
  have hb0 : 0 < energy κ - y := hp.trans_le hb
  have hab := mul_pos ha0 hb0
  have h1 : 1 ≤ Real.exp (-2 * κ) * ((energy κ - x) * (energy κ - y)) := by
    calc (1 : ℝ) = Real.exp (-2 * κ) * (Real.exp κ * Real.exp κ) := by
          rw [← Real.exp_add, ← Real.exp_add, show -2 * κ + (κ + κ) = 0 by ring,
            Real.exp_zero]
      _ ≤ _ := mul_le_mul_of_nonneg_left (mul_le_mul ha hb hp.le ha0.le)
          (Real.exp_pos _).le
  have hd : 1 / (energy κ - x) - 1 / (energy κ - y)
      = (x - y) / ((energy κ - x) * (energy κ - y)) := by
    rw [div_sub_div _ _ ha0.ne' hb0.ne']
    congr 1
    ring
  rw [hd, abs_div, abs_of_pos hab, div_le_iff₀ hab]
  have h2 := mul_le_mul_of_nonneg_left h1 (abs_nonneg (x - y))
  linarith

/-- Let `κ > 0`. If a computed sequence `h` stays at or below `exp (-κ)` and makes an error of at
most `ε` in each step, its distance from the exact recursion is bounded by a decaying memory of the
initial error plus `ε / (1 - exp (-2 κ))`. -/
theorem rounding_error_bounded (κ : ℝ) (hκ : 0 < κ) (h : ℕ → ℝ) (ε : ℝ)
    (hb : ∀ k, h k ≤ Real.exp (-κ))
    (hs : ∀ k, |h (k + 1) - 1 / (energy κ - h k)| ≤ ε) (n : ℕ) :
    |h n - green κ n| ≤ Real.exp (-2 * κ) ^ n * |h 0| + ε / (1 - Real.exp (-2 * κ)) := by
  have hq : 0 < 1 - Real.exp (-2 * κ) := by
    have : Real.exp (-2 * κ) < 1 := Real.exp_lt_one (by linarith)
    linarith
  have hε : 0 ≤ ε := (abs_nonneg _).trans (hs 0)
  induction n with
  | zero =>
    have h0 : green κ 0 = 0 := rfl
    rw [h0, sub_zero, pow_zero, one_mul]
    linarith [div_nonneg hε hq.le]
  | succ n ih =>
    have hg : green κ (n + 1) = 1 / (energy κ - green κ n) := rfl
    have hc := step_contracts κ (h n) (green κ n) (hb n) (green_bounds κ n).2.le
    have ht := abs_sub_le (h (n + 1)) (1 / (energy κ - h n)) (green κ (n + 1))
    rw [← hg] at hc
    have hm := mul_le_mul_of_nonneg_left ih (Real.exp_pos (-2 * κ)).le
    -- the geometric series of the local errors
    have hsum : ε + Real.exp (-2 * κ) * (ε / (1 - Real.exp (-2 * κ)))
        = ε / (1 - Real.exp (-2 * κ)) := by
      rw [eq_div_iff hq.ne', add_mul, mul_assoc, div_mul_cancel₀ _ hq.ne']
      ring
    rw [pow_succ]
    linarith [hs n]

end

end TransferVersusRecursion
```

The error:

```
Main.lean:72:36: error(lean.unknownIdentifier): Unknown constant `Real.exp_lt_one`
```

The repair, with which the file compiles:

```diff
@@ -70,5 +70,5 @@
     |h n - green κ n| ≤ Real.exp (-2 * κ) ^ n * |h 0| + ε / (1 - Real.exp (-2 * κ)) := by
   have hq : 0 < 1 - Real.exp (-2 * κ) := by
-    have : Real.exp (-2 * κ) < 1 := Real.exp_lt_one (by linarith)
+    have : Real.exp (-2 * κ) < 1 := Real.exp_lt_one_iff.mpr (by linarith)
     linarith
   have hε : 0 ≤ ε := (abs_nonneg _).trans (hs 0)
```

Diagnosis. The message says that Lean knows no constant called `Real.exp_lt_one`. The name was meant to supply `Real.exp (-2 * κ) < 1`, which the proof needs to show that the denominator `1 - Real.exp (-2 * κ)` is positive. The inequality is true for `κ > 0`; only the lemma cited for it was missing.

The repair uses `Real.exp_lt_one_iff`, which says that `Real.exp x < 1` holds exactly when `x < 0`. Since this is an equivalence, `.mpr` is needed to take it from right to left, from the sign of the exponent to the bound on the exponential. What remains to be shown is `-2 * κ < 0`, and `linarith` gets this from the hypothesis `0 < κ`. Nothing else in the proof had to change.
